# In a finite quantum system, the thermal mean of a symmetry-charged operator vanishes as the applied field is removed

On a nonzero finite-dimensional space, let a Hermitian Hamiltonian `H` commute with an invertible matrix `S`, and let the operator `A` satisfy `S * A = ω • (A * S)` with `ω ≠ 1`. The theorem `no_spontaneous_breaking` concerns the thermal mean of `A` under `H + h V` at a fixed real inverse temperature `b`, taken with the weight `exp(-b (H + h V))` and divided by the trace of that weight, the partition function. It says that this mean tends to zero as the real field `h` tends to zero, whatever the matrix `V`. The proof shows that the mean is continuous in `h` at zero, where the partition function is nonzero, and that its value there is zero by the symmetry.

As first written in Lean, the proof fails:

```lean
import Mathlib

open Matrix Filter Topology
open scoped ComplexOrder

namespace NoSpontaneousBreaking

noncomputable section

variable {n : Type*} [Fintype n] [DecidableEq n]

/-- The unnormalised Gibbs weight `exp(-b H)` at inverse temperature `b`. -/
def gibbsWeight (b : ℝ) (H : Matrix n n ℂ) : Matrix n n ℂ :=
  NormedSpace.exp ((-(b : ℂ)) • H)

/-- The thermal mean `trace(exp(-b H) A) / trace(exp(-b H))`, meant for Hamiltonians whose
partition function `trace(exp(-b H))` is nonzero. -/
def gibbsMean (b : ℝ) (H A : Matrix n n ℂ) : ℂ :=
  (gibbsWeight b H * A).trace / (gibbsWeight b H).trace

/-- The partition function of a Hermitian Hamiltonian on a nonzero finite-dimensional space
does not vanish. -/
theorem partition_ne_zero [Nonempty n] (b : ℝ) {H : Matrix n n ℂ} (hH : H.IsHermitian) :
    (gibbsWeight b H).trace ≠ 0 := by
  -- the weight is the square of the Hermitian matrix `exp(-b H / 2)`
  have hherm : ((-((b / 2 : ℝ) : ℂ)) • H).IsHermitian := by
    unfold Matrix.IsHermitian
    rw [Matrix.conjTranspose_smul, hH.eq, star_neg]
    congr 2
    exact Complex.conj_ofReal _
  have hK := hherm.exp
  have hsq : gibbsWeight b H = NormedSpace.exp ((-((b / 2 : ℝ) : ℂ)) • H) *
      NormedSpace.exp ((-((b / 2 : ℝ) : ℂ)) • H) := by
    rw [← Matrix.exp_add_of_commute _ _ (Commute.refl _), ← add_smul, gibbsWeight]
    congr 2
    push_cast
    ring
  intro h0
  have hu := Matrix.isUnit_exp ((-((b / 2 : ℝ) : ℂ)) • H)
  rw [hsq] at h0
  nth_rewrite 1 [← hK.eq] at h0
  -- a vanishing trace would make an invertible matrix zero
  rw [Matrix.trace_conjTranspose_mul_self_eq_zero_iff.mp h0] at hu
  exact not_isUnit_zero hu

/-- If an invertible `S` carries `H` to `H'` and `A` to `A'`, the unnormalised thermal trace of
`A'` under `H'` equals that of `A` under `H`. -/
theorem trace_transport (b : ℝ) {S H H' A A' : Matrix n n ℂ} (hS : IsUnit S)
    (hH : S * H = H' * S) (hA : S * A = A' * S) :
    (gibbsWeight b H' * A').trace = (gibbsWeight b H * A).trace := by
  have hdet : IsUnit S.det := (Matrix.isUnit_iff_isUnit_det S).mp hS
  have hl : S⁻¹ * S = 1 := Matrix.nonsing_inv_mul S hdet
  have hr : S * S⁻¹ = 1 := Matrix.mul_nonsing_inv S hdet
  have hH' : H' = S * H * S⁻¹ := by rw [hH, mul_assoc, hr, mul_one]
  have hA' : A' = S * A * S⁻¹ := by rw [hA, mul_assoc, hr, mul_one]
  -- conjugation passes through the exponential
  have hW : gibbsWeight b H' = S * gibbsWeight b H * S⁻¹ := by
    have h1 : (-(b : ℂ)) • H' = S * ((-(b : ℂ)) • H) * S⁻¹ := by
      rw [hH', Matrix.mul_smul, Matrix.smul_mul]
    rw [gibbsWeight, h1, Matrix.exp_conj S _ hS, gibbsWeight]
  have hprod : gibbsWeight b H' * A' = S * (gibbsWeight b H * A) * S⁻¹ := by
    calc gibbsWeight b H' * A'
        = S * gibbsWeight b H * (S⁻¹ * S) * A * S⁻¹ := by
          rw [hW, hA']
          simp only [mul_assoc]
      _ = S * (gibbsWeight b H * A) * S⁻¹ := by
          rw [hl, mul_one]
          simp only [mul_assoc]
  -- cyclicity of the trace removes `S`
  rw [hprod, Matrix.trace_mul_comm, ← mul_assoc, hl, one_mul]

/-- If an invertible `S` commutes with `H` and multiplies `A` by a factor `ω ≠ 1`, in the sense
`S A = ω A S`, then `trace(exp(-b H) A) = 0` for every real `b`. -/
theorem charged_trace_eq_zero (b : ℝ) {S H A : Matrix n n ℂ} {ω : ℂ} (hS : IsUnit S)
    (hH : S * H = H * S) (hA : S * A = ω • (A * S)) (hω : ω ≠ 1) :
    (gibbsWeight b H * A).trace = 0 := by
  have h := trace_transport b (A' := ω • A) hS hH (by rw [hA, Matrix.smul_mul])
  rw [Matrix.mul_smul, Matrix.trace_smul, smul_eq_mul] at h
  have h2 : (ω - 1) * (gibbsWeight b H * A).trace = 0 := by linear_combination h
  exact (mul_eq_zero.mp h2).resolve_left (sub_ne_zero.mpr hω)

/-- No spontaneous symmetry breaking in a finite system: let `H` be Hermitian, and let an
invertible `S` satisfy `S H = H S` and `S A = ω A S` with `ω ≠ 1`. Then the thermal mean of `A`
under `H + h V` tends to zero as the real field `h` tends to zero, for every matrix `V`. -/
theorem no_spontaneous_breaking [Nonempty n] (b : ℝ) {S H A : Matrix n n ℂ} {ω : ℂ}
    (hherm : H.IsHermitian) (hS : IsUnit S) (hH : S * H = H * S)
    (hA : S * A = ω • (A * S)) (hω : ω ≠ 1) (V : Matrix n n ℂ) :
    Tendsto (fun h : ℝ => gibbsMean b (H + (h : ℂ) • V) A) (𝓝 0) (𝓝 0) := by
  have hexp : Continuous (NormedSpace.exp : Matrix n n ℂ → Matrix n n ℂ) := by
    open scoped Matrix.Norms.Operator in exact NormedSpace.exp_continuous
  have hlin : Continuous fun h : ℝ => (-(b : ℂ)) • (H + (h : ℂ) • V) :=
    (continuous_const.add (Complex.continuous_ofReal.smul continuous_const)).const_smul _
  have hW : Continuous fun h : ℝ => gibbsWeight b (H + (h : ℂ) • V) := hexp.comp hlin
  have hnum : Continuous fun h : ℝ => (gibbsWeight b (H + (h : ℂ) • V) * A).trace :=
    (hW.matrix_mul continuous_const).matrix_trace
  -- the mean is continuous at zero field because the partition function is nonzero there
  have hc : ContinuousAt (fun h : ℝ => gibbsMean b (H + (h : ℂ) • V) A) 0 :=
    hnum.continuousAt.div hW.matrix_trace.continuousAt
      (by simpa using partition_ne_zero b hherm)
  have h0 : gibbsMean b (H + ((0 : ℝ) : ℂ) • V) A = 0 := by
    rw [Complex.ofReal_zero, zero_smul, add_zero, gibbsMean,
      charged_trace_eq_zero b hS hH hA hω, zero_div]
  simpa only [h0] using hc.tendsto

end

end NoSpontaneousBreaking
```

Lean reports:

```
Main.lean:92:4: error: Type mismatch
  Continuous.const_smul (Continuous.add continuous_const (Continuous.smul Complex.continuous_ofReal continuous_const))
    ?m.122
has type
  Continuous[_, ?m.117] (?m.122 • ((fun x => ?m.90) + Complex.ofReal • fun x => ?m.113))
but is expected to have type
  Continuous fun h => -↑b • (H + ↑h • V)
```

Cause. The error is in `hlin`, the step saying that `-b • (H + h • V)` depends continuously on `h`. The mathematics is right, but the proof term has a type that Lean does not match with the stated one. The lemmas `Continuous.smul`, `Continuous.add` and `Continuous.const_smul` are chained together, and the result speaks of sums and scalar multiples of whole functions, such as `Complex.ofReal • fun x => ?m.113`. The goal is instead a single function of `h`, with the operations applied to its values. The two forms would agree pointwise once the constants were filled in with `H`, `V` and `-b`. But the part before `.const_smul` is elaborated without the goal to guide it, so those constants are still unknown when the types are compared, and Lean does not make the identification. They appear in the message as placeholders such as `?m.90` and `?m.122`.

The repair replaces the term with `fun_prop`, a tactic for proving properties of functions such as continuity. It works from the function as stated in the goal, so the handmade term and its mismatched type are gone. The statement of `hlin` is unchanged, and so is its use in the next line.

After these edits no error is left:

```diff
@@ -89,6 +89,6 @@
   have hexp : Continuous (NormedSpace.exp : Matrix n n ℂ → Matrix n n ℂ) := by
     open scoped Matrix.Norms.Operator in exact NormedSpace.exp_continuous
-  have hlin : Continuous fun h : ℝ => (-(b : ℂ)) • (H + (h : ℂ) • V) :=
-    (continuous_const.add (Complex.continuous_ofReal.smul continuous_const)).const_smul _
+  have hlin : Continuous fun h : ℝ => (-(b : ℂ)) • (H + (h : ℂ) • V) := by
+    fun_prop
   have hW : Continuous fun h : ℝ => gibbsWeight b (H + (h : ℂ) • V) := hexp.comp hlin
   have hnum : Continuous fun h : ℝ => (gibbsWeight b (H + (h : ℂ) • V) * A).trace :=
```
